# On a finite periodic grid, the unnormalised Patterson sum of a nonnegative density r is even, is invariant under the matrix part of any space-group operation g that preserves r, and is at least r(x)² at g x − x

The density r is a nonnegative real function on a finite periodic grid with N points along each axis, and grid coordinates are integers modulo N. It is unchanged by an operation g that sends x to R x + t, where the matrix R is invertible modulo N. Its Patterson function P(u) is the sum over all grid points x of r(x) r(x + u), with no volume element or other normalising factor. The theorem states that P(R u) = P(u) = P(−u) for every u, and that P(g x − x) ≥ r(x)² for every x. The attempt takes the invariance under R and the lower bound from earlier lemmas, and proves P(u) = P(−u) by shifting the summation variable by u.

The failing Lean file:

```lean
import Mathlib

open Matrix

namespace PattersonSymmetryAndHarker

variable {N : ℕ} {ι : Type*} [Fintype ι]

/-- The space-group operation `(R, t)` sends the grid point `x` to `R x + t`. -/
def act (R : Matrix ι ι (ZMod N)) (t x : ι → ZMod N) : ι → ZMod N :=
  R *ᵥ x + t

/-- A density is invariant under `(R, t)` if it takes equal values at `x` and `R x + t`. -/
def IsInvariant (r : (ι → ZMod N) → ℝ) (R : Matrix ι ι (ZMod N)) (t : ι → ZMod N) : Prop :=
  ∀ x, r (act R t x) = r x

/-- The Patterson function `P(u) = ∑ r(x) r(x + u)` of a density on the periodic grid. -/
def patterson [NeZero N] [DecidableEq ι] (r : (ι → ZMod N) → ℝ) (u : ι → ZMod N) : ℝ :=
  ∑ x, r x * r (x + u)

/-- A space-group operation with invertible matrix part permutes the grid points. -/
theorem act_bijective [NeZero N] [DecidableEq ι] {R : Matrix ι ι (ZMod N)} (hR : IsUnit R)
    (t : ι → ZMod N) : Function.Bijective (act R t) := by
  apply Finite.injective_iff_bijective.mp
  intro x y hxy
  obtain ⟨S, hS⟩ := hR.exists_left_inv
  have h : R *ᵥ x = R *ᵥ y := add_right_cancel hxy
  -- undo the matrix part with its left inverse
  have h2 : S *ᵥ (R *ᵥ x) = S *ᵥ (R *ᵥ y) := by rw [h]
  simpa [Matrix.mulVec_mulVec, hS] using h2

/-- If a density is invariant under `(R, t)` with `R` invertible, its Patterson function is
invariant under `R` alone, without the translation. -/
theorem patterson_rotation [NeZero N] [DecidableEq ι] {r : (ι → ZMod N) → ℝ}
    {R : Matrix ι ι (ZMod N)} {t : ι → ZMod N} (hR : IsUnit R) (hr : IsInvariant r R t)
    (u : ι → ZMod N) : patterson r (R *ᵥ u) = patterson r u := by
  unfold patterson
  -- substitute `y = R x + t` in the sum over the grid
  refine ((act_bijective hR t).sum_comp (fun y => r y * r (y + R *ᵥ u))).symm.trans ?_
  refine Finset.sum_congr rfl fun x _ => ?_
  have h : act R t x + R *ᵥ u = act R t (x + u) := by
    unfold act
    rw [Matrix.mulVec_add]
    abel
  show r (act R t x) * r (act R t x + R *ᵥ u) = r x * r (x + u)
  rw [h, hr, hr]

/-- For a nonnegative density invariant under `g = (R, t)`, the Patterson function at `g x - x`
is at least the sum of the squared densities at all points `x + v` with `R v = v`. -/
theorem harker_sum_le [NeZero N] [DecidableEq ι] {r : (ι → ZMod N) → ℝ}
    {R : Matrix ι ι (ZMod N)} {t : ι → ZMod N} (h0 : ∀ x, 0 ≤ r x) (hr : IsInvariant r R t)
    (x : ι → ZMod N) :
    ∑ v with R *ᵥ v = v, r (x + v) ^ 2 ≤ patterson r (act R t x - x) := by
  -- take `x` as the origin of the Patterson sum
  have hP : patterson r (act R t x - x)
      = ∑ v, r (x + v) * r (x + v + (act R t x - x)) :=
    (Equiv.sum_comp (Equiv.addLeft x) (fun y => r y * r (y + (act R t x - x)))).symm
  rw [hP]
  calc ∑ v with R *ᵥ v = v, r (x + v) ^ 2
      = ∑ v with R *ᵥ v = v, r (x + v) * r (x + v + (act R t x - x)) := by
        refine Finset.sum_congr rfl fun v hv => ?_
        have hv' : R *ᵥ v = v := (Finset.mem_filter.mp hv).2
        -- the image of `x + v` is displaced by the same vector as the image of `x`
        have h : x + v + (act R t x - x) = act R t (x + v) := by
          unfold act
          rw [Matrix.mulVec_add, hv']
          abel
        rw [h, hr, sq]
    _ ≤ ∑ v, r (x + v) * r (x + v + (act R t x - x)) :=
        Finset.sum_le_sum_of_subset_of_nonneg (Finset.filter_subset _ _)
          fun v _ _ => mul_nonneg (h0 _) (h0 _)

/-- For a nonnegative density invariant under `g = (R, t)`, the Patterson function at the
Harker vector `g x - x` is at least `r(x)²`. -/
theorem harker_peak [NeZero N] [DecidableEq ι] {r : (ι → ZMod N) → ℝ}
    {R : Matrix ι ι (ZMod N)} {t : ι → ZMod N} (h0 : ∀ x, 0 ≤ r x) (hr : IsInvariant r R t)
    (x : ι → ZMod N) : r x ^ 2 ≤ patterson r (act R t x - x) := by
  refine le_trans ?_ (harker_sum_le h0 hr x)
  -- keep only the term `v = 0`
  have h := Finset.single_le_sum (s := Finset.univ.filter fun v => R *ᵥ v = v)
    (f := fun v => r (x + v) ^ 2) (fun v _ => sq_nonneg _)
    (Finset.mem_filter.mpr ⟨Finset.mem_univ 0, Matrix.mulVec_zero R⟩)
  simpa using h

/-- For a nonnegative density invariant under `g = (R, t)` with `R` invertible, the Patterson
function obeys `P(R u) = P(u) = P(-u)`, and `P(g x - x) ≥ r(x)²` at every grid point `x`. -/
theorem patterson_symmetry_and_harker [NeZero N] [DecidableEq ι] {r : (ι → ZMod N) → ℝ}
    {R : Matrix ι ι (ZMod N)} {t : ι → ZMod N} (hR : IsUnit R) (h0 : ∀ x, 0 ≤ r x)
    (hr : IsInvariant r R t) :
    (∀ u, patterson r (R *ᵥ u) = patterson r u ∧ patterson r u = patterson r (-u)) ∧
      ∀ x, r x ^ 2 ≤ patterson r (act R t x - x) := by
  refine ⟨fun u => ⟨patterson_rotation hR hr u, ?_⟩, harker_peak h0 hr⟩
  -- exchange the two ends of each interatomic vector
  refine Eq.trans ?_ ((Equiv.addRight u).sum_comp (fun y => r y * r (y + -u)))
  refine Finset.sum_congr rfl fun x _ => ?_
  show r x * r (x + u) = r (x + u) * r (x + u + -u)
  rw [add_neg_cancel_right, mul_comm]

end PattersonSymmetryAndHarker
```

Compiling this gives:

```
Main.lean:94:50: error: Application type mismatch: The argument
  fun y => r y * r (y + -u)
has type
  (ι → ZMod N) → ℝ
but is expected to have type
  Finset (ι → ZMod N)
in the application
  Equiv.Perm.sum_comp (Equiv.addRight u) fun y => r y * r (y + -u)
Main.lean:91:52: error: unsolved goals
N : ℕ
ι : Type u_1
inst✝² : Fintype ι
inst✝¹ : NeZero N
inst✝ : DecidableEq ι
r : (ι → ZMod N) → ℝ
R : Matrix ι ι (ZMod N)
t : ι → ZMod N
hR : IsUnit R
h0 : ∀ (x : ι → ZMod N), 0 ≤ r x
hr : IsInvariant r R t
u : ι → ZMod N
⊢ patterson r u = patterson r (-u)
```

What went wrong. The first message is about which lemma the dot notation chose. `Equiv.addRight u` has type `Equiv.Perm (ι → ZMod N)`, so Lean read `(Equiv.addRight u).sum_comp` as `Equiv.Perm.sum_comp`, not as `Equiv.sum_comp`. The lemma for permutations expects a `Finset` as its next argument, and it was given the function `fun y => r y * r (y + -u)`. The second message follows from the first: the step failed, so its goal `patterson r u = patterson r (-u)` was left open.

The repair writes `Equiv.sum_comp (Equiv.addRight u)` in full. This lemma takes the function directly and says that the sum over the whole grid is unchanged by the shift, which is what the proof needs.

The added `unfold patterson` turns both sides of the goal into explicit sums, the form that `Equiv.sum_comp` and `Finset.sum_congr` speak about. Neither message complains of a folded definition, so they don't show that this line was needed.

Lean accepts the file once it reads:

```diff
@@ -92,5 +92,6 @@
   refine ⟨fun u => ⟨patterson_rotation hR hr u, ?_⟩, harker_peak h0 hr⟩
   -- exchange the two ends of each interatomic vector
-  refine Eq.trans ?_ ((Equiv.addRight u).sum_comp (fun y => r y * r (y + -u)))
+  unfold patterson
+  refine Eq.trans ?_ (Equiv.sum_comp (Equiv.addRight u) (fun y => r y * r (y + -u)))
   refine Finset.sum_congr rfl fun x _ => ?_
   show r x * r (x + u) = r (x + u) * r (x + u + -u)
```
